# A pair correlation of ±1 means that the shift preserves every spin or flips every spin

The sites of a finite supercell form a finite abelian group, and each carries a classical spin of value 1 or −1. The theorem `pairCorr_eq_sign_iff` says that, for a shift `r` and a sign `ε`, the site average of σ(x)σ(x + r) equals `ε` exactly when σ(x + r) = εσ(x) at every site x. For the forward direction, the proof notes that the quantities 1 − εσ(x)σ(x + r) are nonnegative and sum to zero, so each one vanishes, and then it checks the eight possible choices of the three signs. For the converse, every term of the average equals `ε`, and so does the average.

An attempt in Lean 4 with a fault in it:

```lean
import Mathlib

open Finset

namespace HiddenPeriodicity

noncomputable section

variable {G : Type*} [AddCommGroup G] [Fintype G]

/-- The pair correlation of a spin decoration at shift `r`, averaged over all sites of the
supercell. Spins take the values `1` and `-1`. -/
def pairCorr (σ : G → ℤˣ) (r : G) : ℝ :=
  (∑ x, ((σ x : ℤ) : ℝ) * ((σ (x + r) : ℤ) : ℝ)) / (Fintype.card G : ℝ)

/-- The pair correlation equals a sign `ε` exactly when the shift multiplies every spin
by `ε`. -/
theorem pairCorr_eq_sign_iff (σ : G → ℤˣ) (r : G) (ε : ℤˣ) :
    pairCorr σ r = ((ε : ℤ) : ℝ) ↔ ∀ x, σ (x + r) = ε * σ x := by
  have hN : (Fintype.card G : ℝ) ≠ 0 := Nat.cast_ne_zero.mpr Fintype.card_ne_zero
  constructor
  · intro h
    have hsum : ∑ x, ((σ x : ℤ) : ℝ) * ((σ (x + r) : ℤ) : ℝ)
        = ((ε : ℤ) : ℝ) * (Fintype.card G : ℝ) := by
      unfold pairCorr at h
      exact (div_eq_iff hN).mp h
    -- the deviations from perfect correlation are nonnegative and sum to zero
    have hzero : ∑ x, (1 - ((ε : ℤ) : ℝ) * (((σ x : ℤ) : ℝ) * ((σ (x + r) : ℤ) : ℝ))) = 0 := by
      rw [Finset.sum_sub_distrib, ← Finset.mul_sum, hsum]
      rcases Int.units_eq_one_or ε with h1 | h1 <;> simp [h1]
    have hnonneg : ∀ x ∈ (Finset.univ : Finset G),
        0 ≤ 1 - ((ε : ℤ) : ℝ) * (((σ x : ℤ) : ℝ) * ((σ (x + r) : ℤ) : ℝ)) := by
      intro x _
      rcases Int.units_eq_one_or ε with h1 | h1 <;>
      rcases Int.units_eq_one_or (σ x) with h2 | h2 <;>
      rcases Int.units_eq_one_or (σ (x + r)) with h3 | h3 <;>
      norm_num [h1, h2, h3]
    intro x
    have hx := (Finset.sum_eq_zero_iff_of_nonneg hnonneg).mp hzero x (Finset.mem_univ x)
    rcases Int.units_eq_one_or ε with h1 | h1 <;>
    rcases Int.units_eq_one_or (σ x) with h2 | h2 <;>
    rcases Int.units_eq_one_or (σ (x + r)) with h3 | h3 <;>
    norm_num [h1, h2, h3] at hx ⊢
  · intro h
    have hterm : ∀ x, ((σ x : ℤ) : ℝ) * ((σ (x + r) : ℤ) : ℝ) = ((ε : ℤ) : ℝ) := by
      intro x
      rw [h x]
      rcases Int.units_eq_one_or (σ x) with h1 | h1 <;> simp [h1]
    unfold pairCorr
    rw [div_eq_iff hN, Finset.sum_congr rfl (fun x _ => hterm x), Finset.sum_const,
      Finset.card_univ, nsmul_eq_mul, mul_comm]

end

end HiddenPeriodicity
```

The error:

```
Main.lean:43:4: error: No goals to be solved
Main.lean:43:4: error: No goals to be solved
Main.lean:43:4: error: No goals to be solved
Main.lean:43:4: error: No goals to be solved
```

Diagnosis. All four messages point to `norm_num [h1, h2, h3] at hx ⊢`, which runs once in each of the eight sign cases. "No goals to be solved" means that a tactic was asked to work on a goal when none was left.

In four of the cases the signs contradict `hx`, which says that 1 − εσ(x)σ(x + r) is zero: the left side evaluates to 2. `norm_num` reduces `hx` to `False`, and that closes the goal. The `⊢` then tells it to simplify the target as well, but the goal is already gone, hence the error. In the other four cases `hx` is trivially true and the target is proved by simplification.

The repair treats the two kinds of case separately. `simp [h1, h2, h3]; done` succeeds when the signs make the target true. Otherwise `first` falls back to `norm_num [h1, h2, h3] at hx`, which closes the goal by the contradiction and does not go on to the target.

This version goes through:

```diff
@@ -41,5 +41,7 @@
     rcases Int.units_eq_one_or (σ x) with h2 | h2 <;>
     rcases Int.units_eq_one_or (σ (x + r)) with h3 | h3 <;>
-    norm_num [h1, h2, h3] at hx ⊢
+    first
+      | (simp [h1, h2, h3]; done)
+      | norm_num [h1, h2, h3] at hx
   · intro h
     have hterm : ∀ x, ((σ x : ℤ) : ℝ) * ((σ (x + r) : ℤ) : ℝ) = ((ε : ℤ) : ℝ) := by
```
